# For a purely inverse-cube error with an even–odd alternating coefficient, two-point extrapolation is exact from \(X\) and \(X+2\) but loses an order from \(X\) and \(X+1\)

Correlation energies computed in a correlation-consistent series of Gaussian basis sets approach their basis-set limit slowly, with an error that falls off roughly as the inverse cube of the cardinal number \(X\) (2 for double-zeta, 3 for triple-zeta, and so on). Two-point extrapolation combines two such energies to remove this error. Suppose, though, that the sets with even and odd \(X\) differ slightly in quality. What does the extrapolation then do to the difference?

Take the energies to be

\[
E_X = E + \frac{A + B(-1)^X}{X^3}.
\]

Here \(E\) is the basis-set limit, often written \(E_{\mathrm{CBS}}\) or \(E_\infty\). The constant \(A\) stands for the slow convergence caused by describing the electron–electron cusp with orbital products, and \(B\) for the even–odd difference in quality. Both are postulated. A real series also has higher-order terms, so whether computed energies follow this form must be judged separately. For errors of this form, the result bears on which pair of basis sets to extrapolate in an electronic-structure calculation.

In Lean, \(E_X\) is `energy E A B X`, with \(X\) a natural number and the other quantities real.

```lean
import Mathlib

open Filter Topology

namespace ParityExtrapolation

noncomputable section

/-- Energy in the basis of cardinal number `X > 0`: the limit `E` plus an inverse-cube error
whose coefficient alternates between `A + B` (even `X`) and `A - B` (odd `X`). -/
def energy (E A B : ℝ) (X : ℕ) : ℝ := E + (A + B * (-1) ^ X) / (X : ℝ) ^ 3
```

The extrapolated energy from \(X\) and \(Y\) is

\[
T(X,Y) = \frac{Y^3E_Y - X^3E_X}{Y^3 - X^3}.
\]

The definition `twoPoint F X Y` accepts any sequence of energies `F`; below, `F` is always `energy E A B`. The gap between the cardinal numbers is \(k = Y - X\).

```lean
/-- The inverse-cube two-point extrapolation of a sequence of energies `F` from the cardinal
numbers `X` and `Y`, for `X ≠ Y`. -/
def twoPoint (F : ℕ → ℝ) (X Y : ℕ) : ℝ :=
  ((Y : ℝ) ^ 3 * F Y - (X : ℝ) ^ 3 * F X) / ((Y : ℝ) ^ 3 - (X : ℝ) ^ 3)
```

### (a) The sign of the denominator

Show that for every natural number \(X\) and every gap \(k>0\)

\[
(X+k)^3 - X^3 > 0 .
\]

Expanding gives \(3X^2k + 3Xk^2 + k^3\). The last term is positive and the others are non-negative, even at \(X=0\). In Lean, `ring` expands and `positivity` reads off the sign.

```lean
/-- The denominator of the two-point formula on `X` and `X + k` is positive for `k > 0`. -/
theorem cube_gap_pos (X : ℕ) {k : ℕ} (hk : 0 < k) :
    0 < ((X : ℝ) + k) ^ 3 - (X : ℝ) ^ 3 := by
  have hk' : (0 : ℝ) < k := Nat.cast_pos.mpr hk
  have h : ((X : ℝ) + k) ^ 3 - (X : ℝ) ^ 3
      = 3 * (X : ℝ) ^ 2 * k + 3 * (X : ℝ) * (k : ℝ) ^ 2 + (k : ℝ) ^ 3 := by ring
  rw [h]
  positivity
```

### (b) The scaled raw error

Show that for \(X>0\)

\[
X^3(E_X - E) = A + B(-1)^X .
\]

Subtracting \(E\) leaves the fraction, and multiplying by \(X^3 \neq 0\) removes its denominator. The two cancellation lemmas in the last line do the same.

```lean
/-- For `X > 0`, the raw basis-set error times `X ^ 3` is the alternating coefficient. -/
theorem raw_error_scaled (E A B : ℝ) {X : ℕ} (hX : 0 < X) :
    (X : ℝ) ^ 3 * (energy E A B X - E) = A + B * (-1) ^ X := by
  have hx : (X : ℝ) ^ 3 ≠ 0 := pow_ne_zero 3 (Nat.cast_ne_zero.mpr hX.ne')
  unfold energy
  rw [add_sub_cancel_left, mul_div_cancel₀ _ hx]
```

### (c) The error after extrapolation

Show that for \(X,k>0\)

\[
T(X,X+k) - E = \frac{B(-1)^X\left((-1)^k - 1\right)}{(X+k)^3 - X^3}.
\]

Call the denominator \(D\). By (b), applied at \(X+k\) and at \(X\),

\[
\begin{aligned}
D\,(T - E) &= (X+k)^3(E_{X+k}-E) - X^3(E_X - E)\\
&= \left[A + B(-1)^{X+k}\right] - \left[A + B(-1)^X\right]\\
&= B(-1)^X\left((-1)^k - 1\right).
\end{aligned}
\]

Division by \(D\), nonzero by (a), finishes the argument. The subtraction is `linear_combination h2 - h1`, where `h1` and `h2` are the two instances of (b).

In the smallest case, \(X=k=1\), we have \(E_1 = E+A-B\) and \(E_2 = E+(A+B)/8\), so \(T = (8E_2-E_1)/7 = E + 2B/7\), as the formula says.

```lean
/-- The exact error of the two-point formula on `X` and `X + k`, for `X, k > 0`:
the smooth coefficient `A` cancels, and the alternating one enters through the parity of `k`. -/
theorem twoPoint_error (E A B : ℝ) {X k : ℕ} (hX : 0 < X) (hk : 0 < k) :
    twoPoint (energy E A B) X (X + k) - E
      = B * (-1) ^ X * ((-1) ^ k - 1) / (((X : ℝ) + k) ^ 3 - (X : ℝ) ^ 3) := by
  have hd := (cube_gap_pos X hk).ne'
  have h1 := raw_error_scaled E A B hX
  have h2 := raw_error_scaled E A B (Nat.add_pos_left hX k)
  rw [Nat.cast_add, pow_add (-1 : ℝ) X k] at h2
  unfold twoPoint
  rw [Nat.cast_add, sub_eq_iff_eq_add, div_eq_iff hd, add_mul, div_mul_cancel₀ _ hd]
  -- the difference of the two scaled raw errors
  linear_combination h2 - h1
```

### (d) Even gaps

Show that for \(X>0\) and even \(k>0\)

\[
T(X,X+k) = E .
\]

Since \((-1)^k = 1\), the numerator in (c) vanishes. Lean rewrites with `he.neg_one_pow` to the same effect.

```lean
/-- For `X > 0` and an even gap `k > 0`, the two-point formula gives the basis-set limit
exactly. -/
theorem exact_of_even (E A B : ℝ) {X k : ℕ} (hX : 0 < X) (hk : 0 < k) (he : Even k) :
    twoPoint (energy E A B) X (X + k) = E := by
  have h := twoPoint_error E A B hX hk
  rw [he.neg_one_pow, sub_self, mul_zero, zero_div] at h
  exact sub_eq_zero.mp h
```

### (e) Odd gaps

Show that for \(X>0\) and odd \(k\)

\[
|T(X,X+k) - E| = \frac{2|B|}{(X+k)^3 - X^3}.
\]

Now \((-1)^k - 1 = -2\). Take the modulus in (c), using \(|(-1)^X| = 1\) and the positive denominator from (a). An odd natural number is positive, so no separate condition on \(k\) is needed.

```lean
/-- For `X > 0` and an odd gap `k`, the modulus of the extrapolation error is `2 |B|` divided by
the difference of the cubes. -/
theorem abs_error_of_odd (E A B : ℝ) {X k : ℕ} (hX : 0 < X) (ho : Odd k) :
    |twoPoint (energy E A B) X (X + k) - E|
      = 2 * |B| / (((X : ℝ) + k) ^ 3 - (X : ℝ) ^ 3) := by
  have h2 : |(-1 : ℝ) - 1| = 2 := by norm_num
  rw [twoPoint_error E A B hX ho.pos, ho.neg_one_pow, abs_div,
    abs_of_pos (cube_gap_pos X ho.pos), abs_mul, abs_mul, abs_neg_one_pow, h2, mul_one,
    mul_comm |B| 2]
```

### (f) Exactness decided by parity

Let \(B \neq 0\) and \(X,k>0\). Show that

\[
T(X,X+k) = E \iff k \text{ is even}.
\]

Part (d) gives one direction. For the other, if \(k\) were odd, (e) would give an error of strictly positive modulus, contradicting exactness; this is the `by_contra` branch.

Without \(B\neq0\) the equivalence fails: for \(B=0\) and \(X=k=1\) the formula is exact although \(k\) is odd.

```lean
/-- If the alternating coefficient `B` is nonzero and `X, k > 0`, the two-point formula on `X`
and `X + k` is exact if and only if `k` is even. -/
theorem exact_iff_even (E A : ℝ) {B : ℝ} (hB : B ≠ 0) {X k : ℕ} (hX : 0 < X) (hk : 0 < k) :
    twoPoint (energy E A B) X (X + k) = E ↔ Even k := by
  constructor
  · intro h
    by_contra hne
    have herr := abs_error_of_odd E A B hX (Nat.not_even_iff_odd.mp hne)
    rw [h, sub_self, abs_zero] at herr
    have hpos : 0 < 2 * |B| / (((X : ℝ) + k) ^ 3 - (X : ℝ) ^ 3) :=
      div_pos (mul_pos two_pos (abs_pos.mpr hB)) (cube_gap_pos X hk)
    linarith
  · exact exact_of_even E A B hX hk
```

### (g) The order of the remaining error

Show that for fixed odd \(k\)

\[
\lim_{X\to\infty} X^2\,|T(X,X+k)-E| = \frac{2|B|}{3k}.
\]

Dividing the expansion in (a) by \(X^2\) turns (e) into

\[
X^2|T-E| = \frac{2|B|}{3k + 3k^2/X + k^3/X^2},
\]

and the last two terms of the denominator vanish as \(X\) grows. In Lean, `hden` is the limit of the denominator and `hlim` that of the quotient. The identity `key` takes out the factor \(X^2\), with `u` standing for \(1/X\), and `congr'` transfers the limit because the two expressions agree for \(X>0\).

```lean
/-- For a fixed odd gap `k`, the modulus of the extrapolation error times `X ^ 2` tends to
`2 |B| / (3 k)` as `X` grows. -/
theorem tendsto_error_of_odd (E A B : ℝ) {k : ℕ} (ho : Odd k) :
    Tendsto (fun X : ℕ => (X : ℝ) ^ 2 * |twoPoint (energy E A B) X (X + k) - E|)
      atTop (𝓝 (2 * |B| / (3 * k))) := by
  have hk : (0 : ℝ) < k := Nat.cast_pos.mpr ho.pos
  have h0 : Tendsto (fun X : ℕ => 1 / (X : ℝ)) atTop (𝓝 0) :=
    tendsto_one_div_atTop_nhds_zero_nat
  -- the difference of cubes divided by `X ^ 2`
  have hden : Tendsto (fun X : ℕ => 3 * (k : ℝ) + 3 * (k : ℝ) ^ 2 * (1 / (X : ℝ))
      + (k : ℝ) ^ 3 * (1 / (X : ℝ)) ^ 2) atTop (𝓝 (3 * (k : ℝ))) := by
    have h := ((h0.const_mul (3 * (k : ℝ) ^ 2)).const_add (3 * (k : ℝ))).add
      ((h0.pow 2).const_mul ((k : ℝ) ^ 3))
    simpa using h
  have hlim : Tendsto (fun X : ℕ => 2 * |B| / (3 * (k : ℝ) + 3 * (k : ℝ) ^ 2 * (1 / (X : ℝ))
      + (k : ℝ) ^ 3 * (1 / (X : ℝ)) ^ 2)) atTop (𝓝 (2 * |B| / (3 * k))) :=
    tendsto_const_nhds.div hden (by positivity)
  refine hlim.congr' ?_
  filter_upwards [eventually_gt_atTop 0] with X hX
  have hx : (X : ℝ) ≠ 0 := Nat.cast_ne_zero.mpr hX.ne'
  have key : ∀ u : ℝ, (X : ℝ) * u = 1 → ((X : ℝ) + k) ^ 3 - (X : ℝ) ^ 3
      = (X : ℝ) ^ 2 * (3 * (k : ℝ) + 3 * (k : ℝ) ^ 2 * u + (k : ℝ) ^ 3 * u ^ 2) := by
    intro u hu
    linear_combination (-(3 * (k : ℝ) ^ 2 * X + (k : ℝ) ^ 3 * (1 + X * u))) * hu
  have hq : 3 * (k : ℝ) + 3 * (k : ℝ) ^ 2 * (1 / (X : ℝ))
      + (k : ℝ) ^ 3 * (1 / (X : ℝ)) ^ 2 ≠ 0 := by positivity
  rw [abs_error_of_odd E A B hX ho, key _ (mul_one_div_cancel hx)]
  generalize 3 * (k : ℝ) + 3 * (k : ℝ) ^ 2 * (1 / (X : ℝ))
      + (k : ℝ) ^ 3 * (1 / (X : ℝ)) ^ 2 = q at hq ⊢
  field_simp
```

### (h) Comparison with the raw error

Let \(B\neq0\) and \(k\) be odd. Show that for every real \(C\)

\[
C\,|E_X - E| < |T(X,X+k) - E| \quad\text{for all sufficiently large } X .
\]

Multiply the moduli of both errors by \(X^3\). By (b), the raw one becomes at most \(|A|+|B|\). The extrapolated one becomes \(X\) times the quantity in (g), whose limit is positive, so it diverges and eventually exceeds \(|C|(|A|+|B|)\). Dividing by \(X^3\) gives the claim. The two `calc` blocks carry out these estimates.

"Sufficiently large" is `∀ᶠ X : ℕ in atTop`, and the threshold may depend on \(C\). The product form avoids dividing by a raw error that may be zero. At small \(X\) extrapolation can still help: with \(A=1\), \(B=0.1\), \(X=2\), \(k=1\), the raw error is \(0.1375\) in the smaller set and about \(0.033\) in the larger, while the extrapolated one is about \(0.011\) in modulus.

```lean
/-- If `B` is nonzero and the gap `k` is odd, then for any real factor `C` the modulus of the
extrapolation error exceeds `C` times the modulus of the raw error at `X` for all sufficiently large
`X`. -/
theorem eventually_worse_of_odd (E A : ℝ) {B : ℝ} (hB : B ≠ 0) {k : ℕ} (ho : Odd k) (C : ℝ) :
    ∀ᶠ X : ℕ in atTop,
      C * |energy E A B X - E| < |twoPoint (energy E A B) X (X + k) - E| := by
  have hk : (0 : ℝ) < k := Nat.cast_pos.mpr ho.pos
  have hL : 0 < 2 * |B| / (3 * (k : ℝ)) :=
    div_pos (mul_pos two_pos (abs_pos.mpr hB)) (by positivity)
  -- `X ^ 3` times the extrapolation error diverges
  have hT := (tendsto_natCast_atTop_atTop (R := ℝ)).atTop_mul_pos hL
    (tendsto_error_of_odd E A B ho)
  filter_upwards [hT.eventually_gt_atTop (|C| * (|A| + |B|)), eventually_gt_atTop 0] with X h hX
  have hx3 : (0 : ℝ) < (X : ℝ) ^ 3 := pow_pos (Nat.cast_pos.mpr hX) 3
  -- `X ^ 3` times the raw error stays bounded
  have hraw : (X : ℝ) ^ 3 * |energy E A B X - E| ≤ |A| + |B| := by
    calc (X : ℝ) ^ 3 * |energy E A B X - E|
        = |(X : ℝ) ^ 3 * (energy E A B X - E)| := by rw [abs_mul, abs_of_pos hx3]
      _ = |A + B * (-1) ^ X| := by rw [raw_error_scaled E A B hX]
      _ ≤ |A| + |B * (-1) ^ X| := abs_add_le _ _
      _ = |A| + |B| := by rw [abs_mul, abs_neg_one_pow, mul_one]
  refine lt_of_mul_lt_mul_left ?_ hx3.le
  calc (X : ℝ) ^ 3 * (C * |energy E A B X - E|)
      = C * ((X : ℝ) ^ 3 * |energy E A B X - E|) := by ring
    _ ≤ |C| * ((X : ℝ) ^ 3 * |energy E A B X - E|) :=
        mul_le_mul_of_nonneg_right (le_abs_self C) (by positivity)
    _ ≤ |C| * (|A| + |B|) := mul_le_mul_of_nonneg_left hraw (abs_nonneg C)
    _ < (X : ℝ) * ((X : ℝ) ^ 2 * |twoPoint (energy E A B) X (X + k) - E|) := h
    _ = (X : ℝ) ^ 3 * |twoPoint (energy E A B) X (X + k) - E| := by ring
```

### (i) Neighbouring sets against sets two apart

Let \(B\neq0\). Show that

\[
\lim_{X\to\infty} X^2\,|T(X,X+1)-E| = \frac{2|B|}{3},
\qquad
T(X,X+2) = E \ \text{ for all } X>0,
\]

and that \(|T(X,X+1)-E|\) eventually exceeds any fixed multiple of \(|E_X-E|\).

Put \(k=1\) in (g) and (h), and \(k=2\) in (d). The Lean theorem joins the three statements by `∧`, and its proof supplies these same special cases.

```lean
/-- Let `B` be nonzero. Extrapolation from `X` and `X + 1` leaves an error whose modulus times
`X ^ 2` tends to `2 |B| / 3`; this modulus eventually exceeds any fixed multiple of the modulus of
the raw error at `X`; extrapolation from `X` and `X + 2` is exact for every `X > 0`. -/
theorem parity_extrapolation (E A : ℝ) {B : ℝ} (hB : B ≠ 0) :
    Tendsto (fun X : ℕ => (X : ℝ) ^ 2 * |twoPoint (energy E A B) X (X + 1) - E|)
        atTop (𝓝 (2 * |B| / 3)) ∧
      (∀ C : ℝ, ∀ᶠ X : ℕ in atTop,
        C * |energy E A B X - E| < |twoPoint (energy E A B) X (X + 1) - E|) ∧
      ∀ X : ℕ, 0 < X → twoPoint (energy E A B) X (X + 2) = E := by
  refine ⟨?_, eventually_worse_of_odd E A hB odd_one,
    fun X hX => exact_of_even E A B hX two_pos even_two⟩
  have h := tendsto_error_of_odd E A B odd_one
  rw [Nat.cast_one, mul_one] at h
  exact h

end

end ParityExtrapolation
```

```lean
#print axioms ParityExtrapolation.twoPoint_error
#print axioms ParityExtrapolation.exact_iff_even
#print axioms ParityExtrapolation.parity_extrapolation
```

```
'ParityExtrapolation.twoPoint_error' depends on axioms: [propext, Classical.choice, Quot.sound]
'ParityExtrapolation.exact_iff_even' depends on axioms: [propext, Classical.choice, Quot.sound]
'ParityExtrapolation.parity_extrapolation' depends on axioms: [propext, Classical.choice, Quot.sound]
```
